# CVM entropy is concave when its cluster coefficients split into nonnegative weights and transfers

**Q:** When I minimise a cluster variation method (CVM) free energy for an alloy, the search can stop in a local minimum that is not the lowest one. The answer then depends on the starting point. The culprit is the entropy ∑ a_C S_C: some coefficients a_C are negative, and −S_C is convex. How can such a sum be concave?

**A:** By pairing each negative term with the entropy of a larger cluster. Let 𝒞 be a finite family of clusters, p_C the distribution on the configurations of C, and S_C = −∑ p_C log p_C. Suppose that

a_C = r_C + ∑_{A⊂C} t(C,A) − ∑_{B⊃C} t(B,C),

with all r and t nonnegative and all clusters in 𝒞. Multiply by S_C and sum over C. In the last double sum, rename C as A; it becomes ∑_B ∑_{A⊂B} t(B,A) S_A. Hence

∑ a_C S_C = ∑ r_C S_C + ∑_B ∑_{A⊂B} t(B,A) (S_B − S_A).

Each S_C is concave, because −x log x is. What remains is S_B − S_A.

**Q:** That is a difference of concave functions, which could be anything.

**A:** For unrelated distributions, yes. But let p_A be the marginal of p_B, and write b|A for the part of a configuration b that lies on A. Replacing p_A(a) by the sum of p_B(b) over all b with b|A = a gives

S_B − S_A = ∑_b [p_B(b) log p_A(b|A) − p_B(b) log p_B(b)].

This is the conditional entropy of B given A. Each term has the form φ(x,y) = x log y − x log x with 0 ≤ x ≤ y, and φ is jointly concave. To see this, put z = yq/x into log z ≤ z − 1 and multiply by x. For every q > 0,

φ(x,y) ≤ yq − x − x log q.

At x = 0 the left side is 0 and the right side is yq ≥ 0. Now take two points with weights s, u > 0, and set X = s x₁ + u x₂ and Y = s y₁ + u y₂. If X = 0, both x's vanish and both sides of the claim are 0. Otherwise choose q = X/Y and add the two weighted bounds:

s φ(x₁,y₁) + u φ(x₂,y₂) ≤ qY − X − X log q = X log Y − X log X = φ(X,Y).

A mixture of consistent distributions is consistent, so the formula for S_B − S_A holds for the mixture too. Summing over b gives concavity, and nonnegative combinations preserve it.

**Q:** Then show me what the Lean version takes a cluster distribution to be.

**A:** `ι` is the type of sites and `κ` the finite type of species. A cluster is a finite set of sites.

```lean
import Mathlib

open Finset

namespace CVMEntropyConcavity

noncomputable section

variable {ι κ : Type*} [DecidableEq ι] [Fintype κ] [DecidableEq κ]

/-- A family of real functions, one for each cluster `C` of sites, on the assignments of
species to the sites of `C`. -/
abbrev ClusterDist (ι κ : Type*) := (C : Finset ι) → (C → κ) → ℝ
```

This type holds arbitrary real functions. Probability enters through the next two definitions.

```lean
/-- The configuration of a subcluster `A` read off from a configuration of `B`. -/
def restrictTo {A B : Finset ι} (h : A ⊆ B) (b : B → κ) : A → κ :=
  fun i => b ⟨i, h i.2⟩

/-- The families that are probability distributions on every cluster of `𝒞` and in which
the distribution of a subcluster is the marginal of that of the larger cluster. -/
def consistentSet (𝒞 : Finset (Finset ι)) : Set (ClusterDist ι κ) :=
  {p | (∀ C ∈ 𝒞, (∀ c, 0 ≤ p C c) ∧ ∑ c, p C c = 1) ∧
    ∀ A ∈ 𝒞, ∀ B ∈ 𝒞, ∀ h : A ⊆ B, ∀ a,
      ∑ b with restrictTo h b = a, p B b = p A a}
```

`restrictTo h b` is b|A. Membership in `consistentSet` demands nonnegativity, normalisation and the marginal condition whenever A ⊆ B are both in 𝒞. Two clusters that overlap in a set outside 𝒞 need not agree on that overlap. Entries for clusters outside 𝒞 are unconstrained and enter neither the entropy nor the energy.

**Q:** And the thermodynamics?

**A:** Entropy is measured in units of k_B, so `T` is k_B times the temperature, an energy.

```lean
/-- The cluster entropy `S_C = -∑ p_C log p_C`, in units of the Boltzmann constant. -/
def entropy (p : ClusterDist ι κ) (C : Finset ι) : ℝ :=
  ∑ c, Real.negMulLog (p C c)

/-- The CVM entropy `∑ a_C S_C` over the clusters of `𝒞`. -/
def cvmEntropy (𝒞 : Finset (Finset ι)) (a : Finset ι → ℝ) (p : ClusterDist ι κ) : ℝ :=
  ∑ C ∈ 𝒞, a C * entropy p C

/-- The CVM free energy: the sum over `𝒞` of the mean cluster energies `ε`, minus `T` times the CVM
entropy. -/
def freeEnergy (𝒞 : Finset (Finset ι)) (ε : ClusterDist ι κ) (a : Finset ι → ℝ) (T : ℝ)
    (p : ClusterDist ι κ) : ℝ :=
  (∑ C ∈ 𝒞, ∑ c, ε C c * p C c) - T * cvmEntropy 𝒞 a p
```

The energies `ε` are arbitrary numbers for each cluster configuration. Sharing an interaction among overlapping clusters without double counting is left to whoever supplies them.

**Q:** Where does the condition on the coefficients sit, and what does it mean physically?

**A:** In this structure:

```lean
/-- The coefficients `a` arise from nonnegative cluster weights `r` and nonnegative
transfers `t B A` from each cluster `B` to its proper subclusters `A`. -/
structure Decomposes (𝒞 : Finset (Finset ι)) (a r : Finset ι → ℝ)
    (t : Finset ι → Finset ι → ℝ) : Prop where
  r_nonneg : ∀ C ∈ 𝒞, 0 ≤ r C
  t_nonneg : ∀ B ∈ 𝒞, ∀ A ∈ 𝒞, A ⊂ B → 0 ≤ t B A
  coeff : ∀ C ∈ 𝒞, a C = r C + ∑ A ∈ 𝒞 with A ⊂ C, t C A - ∑ B ∈ 𝒞 with C ⊂ B, t B C
```

The weight `r C` counts entropy that C contributes by itself. The transfer `t B A` counts the entropy left in B once A is known. "Transfer" is a name for this bookkeeping and has nothing to do with hopping amplitudes. A negative coefficient is allowed as long as larger clusters pay for it. The decomposition is assumed: for a given CVM scheme you have to find r and t yourself, and they may not exist. Summing the condition over 𝒞 gives ∑ a_C = ∑ r_C, so coefficients with a negative total never decompose.

**Q:** Does the formal proof follow your argument?

**A:** Closely. The first lemma is the concavity of φ; its `t` is my weight u. The inner statement `tangent` is the bound with slope q, and the case split treats X = 0 separately.

```lean
/-- For `0 ≤ x ≤ y`, the function `x log y - x log x` is jointly concave in `x` and `y`;
here this is stated for two points with positive weights. -/
theorem conditional_term_concave {s t x₁ y₁ x₂ y₂ : ℝ} (hs : 0 < s) (ht : 0 < t)
    (hx₁ : 0 ≤ x₁) (h₁ : x₁ ≤ y₁) (hx₂ : 0 ≤ x₂) (h₂ : x₂ ≤ y₂) :
    s * (x₁ * Real.log y₁ - x₁ * Real.log x₁) + t * (x₂ * Real.log y₂ - x₂ * Real.log x₂) ≤
      (s * x₁ + t * x₂) * Real.log (s * y₁ + t * y₂)
        - (s * x₁ + t * x₂) * Real.log (s * x₁ + t * x₂) := by
  -- the tangent inequality at the slope `q`
  have tangent : ∀ x y q : ℝ, 0 ≤ x → x ≤ y → 0 < q →
      x * Real.log y - x * Real.log x ≤ y * q - x - x * Real.log q := by
    intro x y q hx hxy hq
    rcases hx.eq_or_lt with rfl | h
    · linarith [mul_nonneg hxy hq.le]
    · have hy : 0 < y := h.trans_le hxy
      have l := Real.log_le_sub_one_of_pos (show 0 < y * q / x by positivity)
      rw [Real.log_div (by positivity) h.ne', Real.log_mul hy.ne' hq.ne'] at l
      have m := mul_le_mul_of_nonneg_left l h.le
      have e : x * (y * q / x - 1) = y * q - x := by field_simp
      rw [e] at m
      linarith
  have a₁ := mul_nonneg hs.le hx₁
  have a₂ := mul_nonneg ht.le hx₂
  rcases (add_nonneg a₁ a₂).eq_or_lt with h | h
  · have z₁ : x₁ = 0 := (mul_eq_zero.1 (by linarith : s * x₁ = 0)).resolve_left hs.ne'
    have z₂ : x₂ = 0 := (mul_eq_zero.1 (by linarith : t * x₂ = 0)).resolve_left ht.ne'
    simp [z₁, z₂]
  · have hY : 0 < s * y₁ + t * y₂ := by
      linarith [mul_le_mul_of_nonneg_left h₁ hs.le, mul_le_mul_of_nonneg_left h₂ ht.le]
    -- the slope is the ratio of the weighted sums of the `x`s and the `y`s
    obtain ⟨q, hq⟩ : ∃ q, q = (s * x₁ + t * x₂) / (s * y₁ + t * y₂) := ⟨_, rfl⟩
    have q0 : 0 < q := hq ▸ div_pos h hY
    have e : q * (s * y₁ + t * y₂) = s * x₁ + t * x₂ := (eq_div_iff hY.ne').1 hq
    have l : Real.log q = Real.log (s * x₁ + t * x₂) - Real.log (s * y₁ + t * y₂) := by
      rw [hq, Real.log_div h.ne' hY.ne']
    have g₁ := mul_le_mul_of_nonneg_left (tangent x₁ y₁ q hx₁ h₁ q0) hs.le
    have g₂ := mul_le_mul_of_nonneg_left (tangent x₂ y₂ q hx₂ h₂ q0) ht.le
    rw [l] at g₁ g₂
    linarith
```

Next, mixtures of consistent families are consistent:

```lean
/-- The consistent cluster distributions form a convex set. -/
theorem convex_consistentSet (𝒞 : Finset (Finset ι)) :
    Convex ℝ (consistentSet 𝒞 : Set (ClusterDist ι κ)) := by
  intro p hp q hq s t hs ht hst
  refine ⟨fun C hC => ⟨fun c => ?_, ?_⟩, fun A hA B hB h a => ?_⟩
  · exact add_nonneg (mul_nonneg hs ((hp.1 C hC).1 c)) (mul_nonneg ht ((hq.1 C hC).1 c))
  · simp only [Pi.add_apply, Pi.smul_apply, smul_eq_mul, sum_add_distrib, ← mul_sum,
      (hp.1 C hC).2, (hq.1 C hC).2]
    linarith
  · simp only [Pi.add_apply, Pi.smul_apply, smul_eq_mul, sum_add_distrib, ← mul_sum,
      hp.2 A hA B hB h a, hq.2 A hA B hB h a]
```

Then comes the conditional-entropy formula. `sum_fiberwise` groups the configurations of B by their restriction to A.

```lean
/-- For consistent distributions and clusters `A ⊆ B` in `𝒞`, the difference `S_B - S_A` is the
conditional entropy `∑ p_B (log p_A - log p_B)`, summed over the configurations of `B`. -/
theorem entropy_sub_eq {𝒞 : Finset (Finset ι)} {p : ClusterDist ι κ}
    (hp : p ∈ consistentSet 𝒞) {A B : Finset ι} (hA : A ∈ 𝒞) (hB : B ∈ 𝒞) (h : A ⊆ B) :
    entropy p B - entropy p A =
      ∑ b, (p B b * Real.log (p A (restrictTo h b)) - p B b * Real.log (p B b)) := by
  have key : ∑ a, p A a * Real.log (p A a)
      = ∑ b, p B b * Real.log (p A (restrictTo h b)) := by
    -- group the configurations of `B` by their restriction to `A`
    refine Eq.trans ?_ (sum_fiberwise univ (restrictTo h)
      (fun b => p B b * Real.log (p A (restrictTo h b))))
    refine sum_congr rfl fun a _ => ?_
    calc p A a * Real.log (p A a)
        = (∑ b with restrictTo h b = a, p B b) * Real.log (p A a) := by
          rw [hp.2 A hA B hB h a]
      _ = _ := by
          rw [sum_mul]
          refine sum_congr rfl fun b hb => ?_
          simp only [(mem_filter.1 hb).2]
  rw [sum_sub_distrib, ← key]
  simp only [entropy, Real.negMulLog, neg_mul, sum_neg_distrib]
  ring
```

In the concavity proof for S_B − S_A, `bound` supplies x ≤ y: a marginal probability is at least as large as each of its contributions. The formula is applied to both distributions and to their mixture, and the lemma on φ is used term by term.

```lean
/-- For `A ⊆ B` in the family, the conditional entropy `S_B - S_A` is concave on the
consistent cluster distributions. -/
theorem conditional_entropy_concave {𝒞 : Finset (Finset ι)} {A B : Finset ι}
    (hA : A ∈ 𝒞) (hB : B ∈ 𝒞) (h : A ⊆ B) :
    ConcaveOn ℝ (consistentSet 𝒞 : Set (ClusterDist ι κ))
      (fun p => entropy p B - entropy p A) := by
  -- a marginal probability bounds each of its contributions
  have bound : ∀ p ∈ (consistentSet 𝒞 : Set (ClusterDist ι κ)), ∀ b,
      p B b ≤ p A (restrictTo h b) := by
    intro p hp b
    rw [← hp.2 A hA B hB h (restrictTo h b)]
    exact single_le_sum (f := p B) (fun c _ => (hp.1 B hB).1 c) (by simp)
  refine concaveOn_iff_forall_pos.2
    ⟨convex_consistentSet 𝒞, fun p hp q hq s t hs ht hst => ?_⟩
  have hm := convex_consistentSet 𝒞 hp hq hs.le ht.le hst
  simp only [smul_eq_mul]
  rw [entropy_sub_eq hp hA hB h, entropy_sub_eq hq hA hB h, entropy_sub_eq hm hA hB h,
    mul_sum, mul_sum, ← sum_add_distrib]
  refine sum_le_sum fun b _ => ?_
  exact conditional_term_concave hs ht ((hp.1 B hB).1 b) (bound p hp b)
    ((hq.1 B hB).1 b) (bound q hq b)
```

Two bookkeeping results follow: weighted sums of concave functions, and the regrouping, where `sum_comm` exchanges the order of summation.

```lean
/-- A sum of concave functions with nonnegative weights is concave. -/
theorem concave_weighted_sum {E α : Type*} [AddCommGroup E] [Module ℝ E] {K : Set E}
    (hK : Convex ℝ K) (s : Finset α) (w : α → ℝ) (f : α → E → ℝ)
    (hw : ∀ i ∈ s, 0 ≤ w i) (hf : ∀ i ∈ s, ConcaveOn ℝ K (f i)) :
    ConcaveOn ℝ K (fun x => ∑ i ∈ s, w i * f i x) := by
  refine ⟨hK, fun x hx y hy a b ha hb hab => ?_⟩
  simp only [smul_eq_mul, mul_sum, ← sum_add_distrib]
  refine sum_le_sum fun i hi => ?_
  have h := mul_le_mul_of_nonneg_left ((hf i hi).2 hx hy ha hb hab) (hw i hi)
  simp only [smul_eq_mul] at h
  linarith

/-- If the coefficients decompose into weights `r` and transfers `t`, then `∑ a_C S_C` is
the sum of the terms `r_C S_C` and `t(B,A) (S_B - S_A)`. -/
theorem cvm_regroup {𝒞 : Finset (Finset ι)} {a r : Finset ι → ℝ}
    {t : Finset ι → Finset ι → ℝ} (d : Decomposes 𝒞 a r t) (S : Finset ι → ℝ) :
    ∑ C ∈ 𝒞, a C * S C = ∑ C ∈ 𝒞, r C * S C
      + ∑ B ∈ 𝒞, ∑ A ∈ 𝒞 with A ⊂ B, t B A * (S B - S A) := by
  have swap : ∑ C ∈ 𝒞, ∑ B ∈ 𝒞 with C ⊂ B, t B C * S C
      = ∑ B ∈ 𝒞, ∑ A ∈ 𝒞 with A ⊂ B, t B A * S A := by
    simp only [sum_filter]
    exact sum_comm
  calc ∑ C ∈ 𝒞, a C * S C
      = ∑ C ∈ 𝒞, (r C * S C + ∑ A ∈ 𝒞 with A ⊂ C, t C A * S C
          - ∑ B ∈ 𝒞 with C ⊂ B, t B C * S C) :=
        sum_congr rfl fun C hC => by rw [d.coeff C hC, sub_mul, add_mul, sum_mul, sum_mul]
    _ = _ := by
        rw [sum_sub_distrib, sum_add_distrib, swap]
        simp only [mul_sub, sum_sub_distrib]
        ring
```

The main theorem says that if `a` decomposes into such `r` and `t`, the CVM entropy is concave on the consistent set. Its proof applies the weighted-sum lemma to the `r` terms and to the transfer terms, then adds the two.

```lean
/-- If the cluster coefficients decompose into nonnegative weights and nonnegative
transfers to subclusters, the CVM entropy is concave on the consistent distributions. -/
theorem cvmEntropy_concave {𝒞 : Finset (Finset ι)} {a r : Finset ι → ℝ}
    {t : Finset ι → Finset ι → ℝ} (d : Decomposes 𝒞 a r t) :
    ConcaveOn ℝ (consistentSet 𝒞 : Set (ClusterDist ι κ)) (cvmEntropy 𝒞 a) := by
  have hK := convex_consistentSet (κ := κ) 𝒞
  have single : ∀ C ∈ 𝒞, ConcaveOn ℝ (consistentSet 𝒞 : Set (ClusterDist ι κ))
      (fun p => entropy p C) := by
    intro C hC
    refine ⟨hK, fun p hp q hq s u hs hu hsu => ?_⟩
    simp only [entropy, smul_eq_mul, mul_sum, ← sum_add_distrib]
    exact sum_le_sum fun c _ =>
      Real.concaveOn_negMulLog.2 ((hp.1 C hC).1 c) ((hq.1 C hC).1 c) hs hu hsu
  have h₁ := concave_weighted_sum hK 𝒞 r (fun C p => entropy p C) d.r_nonneg single
  have h₂ := concave_weighted_sum hK 𝒞 (fun _ => 1)
    (fun B p => ∑ A ∈ 𝒞 with A ⊂ B, t B A * (entropy p B - entropy p A))
    (fun _ _ => zero_le_one) (fun B hB => concave_weighted_sum hK _ (t B)
      (fun A p => entropy p B - entropy p A)
      (fun A hA => d.t_nonneg B hB A (mem_filter.1 hA).1 (mem_filter.1 hA).2)
      (fun A hA => conditional_entropy_concave (mem_filter.1 hA).1 hB
        (mem_filter.1 hA).2.subset))
  simp only [one_mul] at h₂
  have e : (cvmEntropy 𝒞 a : ClusterDist ι κ → ℝ) = fun p => ∑ C ∈ 𝒞, r C * entropy p C
      + ∑ B ∈ 𝒞, ∑ A ∈ 𝒞 with A ⊂ B, t B A * (entropy p B - entropy p A) :=
    funext fun p => cvm_regroup d (entropy p)
  rw [e]
  exact h₁.add h₂
```

**Q:** Does that cure my minimisation problem?

**A:** For coefficients that satisfy the condition, and for T ≥ 0, yes. The energy is linear in p and −T times a concave entropy is convex, so the free energy F is convex. If some consistent q had F(q) < F(p), then for 0 < λ ≤ 1

F((1−λ)p + λq) ≤ (1−λ)F(p) + λF(q) < F(p).

Small λ gives such points arbitrarily near p, so p would not be a local minimum. The Lean proof establishes convexity and leaves this last argument to Mathlib.

```lean
/-- For such coefficients and `T ≥ 0`, every local minimum of the CVM free energy on the
consistent distributions is a global minimum there. -/
theorem local_min_is_global {𝒞 : Finset (Finset ι)} {a r : Finset ι → ℝ}
    {t : Finset ι → Finset ι → ℝ} (d : Decomposes 𝒞 a r t) (ε : ClusterDist ι κ)
    {T : ℝ} (hT : 0 ≤ T) {p : ClusterDist ι κ} (hp : p ∈ consistentSet 𝒞)
    (hloc : IsLocalMinOn (freeEnergy 𝒞 ε a T) (consistentSet 𝒞) p) :
    IsMinOn (freeEnergy 𝒞 ε a T) (consistentSet 𝒞) p := by
  refine IsMinOn.of_isLocalMinOn_of_convexOn hp hloc
    ⟨convex_consistentSet 𝒞, fun x hx y hy s u hs hu hsu => ?_⟩
  have h := mul_le_mul_of_nonneg_left ((cvmEntropy_concave d).2 hx hy hs hu hsu) hT
  -- the energy is linear in the cluster distributions
  have e : ∑ C ∈ 𝒞, ∑ c, ε C c * (s • x + u • y) C c
      = s * (∑ C ∈ 𝒞, ∑ c, ε C c * x C c) + u * (∑ C ∈ 𝒞, ∑ c, ε C c * y C c) := by
    simp only [Pi.add_apply, Pi.smul_apply, smul_eq_mul, mul_sum, ← sum_add_distrib]
    exact sum_congr rfl fun C _ => sum_congr rfl fun c _ => by ring
  simp only [smul_eq_mul] at h
  simp only [freeEnergy, smul_eq_mul]
  rw [e]
  linarith
```

If the coefficients decompose, a search over all consistent distributions that has reached a local minimum has therefore reached the lowest CVM free energy. Uniqueness of the minimiser is not claimed. The theorem does not cover the nearest-neighbour tetrahedron approximation for fcc alloys. Per site, that scheme has two tetrahedra with coefficient 1, six pairs with coefficient −1 and one single-site cluster with coefficient 5. Transfers run only from larger clusters to smaller ones, so the site term cannot pay for the pairs. The tetrahedra can, but they supply at most 2 of the 6 units needed.

**Q:** Give me a case with negative coefficients.

**A:** The pair approximation on a closed ring, with coefficient 1 for each bond and −1 for each site. Let each bond {i, i+1} transfer 1 to site i, with all r equal to zero. The ring has `n + 3` sites, so three is the smallest size, and i+1 wraps around.

```lean
/-- The sites and nearest-neighbour pairs of a closed ring of `n + 3` sites. -/
def ringClusters (n : ℕ) : Finset (Finset (Fin (n + 3))) :=
  univ.image (fun i => {i}) ∪ univ.image (fun i => {i, i + 1})

/-- On a closed ring of at least three sites, the pair-approximation entropy, with
coefficient `1` for each bond and `-1` for each site, is concave on the consistent
distributions. -/
theorem ring_pair_entropy_concave (n : ℕ) :
    ConcaveOn ℝ (consistentSet (ringClusters n) : Set (ClusterDist (Fin (n + 3)) κ))
      (fun p => ∑ i, (entropy p {i, i + 1} - entropy p {i})) := by
  have h := concave_weighted_sum (convex_consistentSet (κ := κ) (ringClusters n)) univ
    (fun _ => 1) (fun (i : Fin (n + 3)) p => entropy p {i, i + 1} - entropy p {i})
    (fun _ _ => zero_le_one) (fun i _ => conditional_entropy_concave
      (mem_union_left _ (mem_image.2 ⟨i, mem_univ i, rfl⟩))
      (mem_union_right _ (mem_image.2 ⟨i, mem_univ i, rfl⟩)) (by simp))
  simpa only [one_mul] using h

end

end CVMEntropyConcavity
```

The sum is written directly as bond entropy minus site entropy, so the proof bypasses `Decomposes` and combines the conditional-entropy result with the weighted-sum lemma and the convexity of the consistent set.

```lean
#print axioms CVMEntropyConcavity.cvmEntropy_concave
#print axioms CVMEntropyConcavity.local_min_is_global
#print axioms CVMEntropyConcavity.ring_pair_entropy_concave
```

```
'CVMEntropyConcavity.cvmEntropy_concave' depends on axioms: [propext, Classical.choice, Quot.sound]
'CVMEntropyConcavity.local_min_is_global' depends on axioms: [propext, Classical.choice, Quot.sound]
'CVMEntropyConcavity.ring_pair_entropy_concave' depends on axioms: [propext, Classical.choice, Quot.sound]
```

**Q:** Is the minimiser then the equilibrium state of my crystal?

**A:** That step is not supplied. The CVM entropy is in general an approximation to the true entropy, and consistent cluster distributions need not be marginals of any single distribution over the whole crystal.

**Q:** Could the model have started from such a distribution?

**A:** Yes, for a finite crystal: take one distribution P over all configurations and define every p_C as its marginal. Consistency would be automatic, and the entropy would be concave in P under the same condition, since marginals are linear in P. But the number of variables would grow exponentially with the number of sites, and the minimum would run over a possibly smaller set of cluster distributions than the one the CVM uses.
